# The variance of the sample variance for independent, identically distributed data

A Monte Carlo estimate is often quoted with the error bar $\sqrt{S^2/N}$, where $S^2$ is the sample variance of $N$ independent measurements. Since $S^2$ comes from the same random data, it scatters from run to run. If the size of this scatter is unknown, a chance difference between two error bars can be taken for a real difference in the fluctuations. For $N=9$ independent measurements drawn from the same Gaussian distribution, the standard deviation of $S^2$ is half its mean.

Let $X_1,\dots,X_N$, $N\ge2$, be independent and identically distributed, with finite fourth moment, mean $m$, variance $v$ and fourth central moment $m_4$. With $\bar X=\frac1N\sum_i X_i$ and $S^2=\frac1{N-1}\sum_i(X_i-\bar X)^2$, the claim is

$$E[S^2]=v,\qquad \operatorname{Var}(S^2)=\frac{m_4}{N}-\frac{v^2(N-3)}{N(N-1)}.$$

## Adding one measurement at a time

Put $Y_i=X_i-m$. For the first $n$ deviations let $T=\sum Y_i$, $Q=\sum Y_i^2$ and $B=Q-cT^2$, with a constant $c$. For $n=N$ and $c=1/N$,

$$\sum_i(X_i-\bar X)^2=\sum_i\Big(Y_i-\frac TN\Big)^2=Q-\frac{T^2}{N}=B,$$

so $(N-1)S^2=B$. Keep $c$ fixed while $n$ grows. A new deviation $y$ changes $T$ to $T+y$ and $B$ to

$$B'=B+(1-c)y^2-2cTy.$$

Since $y$ is independent of $(T,B)$ and $E[y]=0$, each step adds $v$ to $E[T^2]$ and $(1-c)v$ to $E[B]$. Starting from zero, $E[T]=0$, $E[T^2]=nv$ and $E[B]=n(1-c)v$. Squaring $B'$ gives

$$\begin{aligned}E[B'^2]={}&E[B^2]+(1-c)^2m_4+4c^2E[T^2]v+2(1-c)E[B]v\\&-4cE[BT]E[y]-4c(1-c)E[T]E[y^3].\end{aligned}$$

The last two terms vanish; their moments are finite because $|BT|\le B^2+T^2$ and $|y|^3\le1+y^4$. Each step therefore adds $(1-c)^2m_4+2n\,(2c^2+(1-c)^2)v^2$. Summing over $n=0,\dots,N-1$,

$$E[B^2]=N(1-c)^2m_4+N(N-1)\big(2c^2+(1-c)^2\big)v^2.$$

Now set $c=1/N$. Then $E[B]=(N-1)v$, hence $E[S^2]=v$, and division by $(N-1)^2$ gives

$$E[S^4]=\frac{m_4}{N}+\frac{N^2-2N+3}{N(N-1)}v^2.$$

Subtracting $v^2=\frac{N^2-N}{N(N-1)}v^2$ leaves the claimed variance.

Independence matters. Let all $X_i$ equal one fair sign $\pm1$. Then $S^2=0$ always, although $v=1$, and the formula would give $2/(N(N-1))$. The result thus does not apply as it stands to correlated Markov-chain output.

## Measurements as functions on a probability space

```lean
import Mathlib

open MeasureTheory ProbabilityTheory

namespace ErrorOfErrorBar

noncomputable section

variable {Ω : Type*} [MeasurableSpace Ω] {μ : Measure Ω} {N : ℕ}
```

A point `ω` is one complete run, and `X i ω` is its measurement `i`. The measure `μ` is a probability measure because independence, as Mathlib defines it, implies this.

```lean
/-- `N` independent, identically distributed real measurements with finite fourth moment. -/
structure IIDSample (X : Fin N → Ω → ℝ) (μ : Measure Ω) : Prop where
  meas : ∀ i, Measurable (X i)
  indep : iIndepFun X μ
  ident : ∀ i j, IdentDistrib (X i) (X j) μ μ
  fourth : ∀ i, Integrable (fun ω => X i ω ^ 4) μ
```

The structure contains the assumptions on the data; no particular distribution is prescribed.

```lean
/-- The arithmetic mean of the `N` measurements. -/
def sampleMean (X : Fin N → Ω → ℝ) (ω : Ω) : ℝ := (∑ i, X i ω) / N

/-- The sample variance with divisor `N - 1`. -/
def sampleVariance (X : Fin N → Ω → ℝ) (ω : Ω) : ℝ :=
  (∑ i, (X i ω - sampleMean X ω) ^ 2) / ((N : ℝ) - 1)

/-- The observable `f` is integrable and its expectation is `a`. -/
def HasMean (μ : Measure Ω) (f : Ω → ℝ) (a : ℝ) : Prop :=
  Integrable f μ ∧ ∫ ω, f ω ∂μ = a
```

`HasMean` records integrability together with the value, because Lean assigns the integral of a non-integrable function the value zero.

```lean
/-- The sum of squares minus `c` times the square of the sum, over the samples in `s`. -/
def quadFluct {ι : Type*} (Y : ι → Ω → ℝ) (c : ℝ) (s : Finset ι) (ω : Ω) : ℝ :=
  ∑ i ∈ s, Y i ω ^ 2 - c * (∑ i ∈ s, Y i ω) ^ 2
```

This is $B$ for a finite set `s` of samples.

## Rules for expectations

```lean
lemma HasMean.congr {f g : Ω → ℝ} {a b : ℝ} (h : HasMean μ f a)
    (hf : ∀ ω, g ω = f ω) (ha : b = a) : HasMean μ g b := by
  rw [funext hf, ha]
  exact h

lemma HasMean.add {f g : Ω → ℝ} {a b : ℝ} (hf : HasMean μ f a) (hg : HasMean μ g b) :
    HasMean μ (fun ω => f ω + g ω) (a + b) :=
  ⟨hf.1.add hg.1, by rw [integral_add hf.1 hg.1, hf.2, hg.2]⟩

lemma HasMean.scale {f : Ω → ℝ} {a : ℝ} (hf : HasMean μ f a) (r : ℝ) :
    HasMean μ (fun ω => r * f ω) (r * a) :=
  ⟨hf.1.const_mul r, by rw [integral_const_mul, hf.2]⟩
```

Expectations are linear, and they factorise for independent observables:

```lean
/-- The mean of a product of independent observables is the product of their means. -/
lemma HasMean.mul_indep {f g : Ω → ℝ} {a b : ℝ} (hf : HasMean μ f a) (hg : HasMean μ g b)
    (h : IndepFun f g μ) : HasMean μ (fun ω => f ω * g ω) (a * b) := by
  refine ⟨h.integrable_mul hf.1 hg.1, ?_⟩
  have e := h.integral_mul_eq_mul_integral hf.1.1 hg.1.1
  rw [← hf.2, ← hg.2]
  exact e
```

The next lemma bounds the lower powers by $1+f^4$.

```lean
/-- A finite fourth moment makes the first three moments finite. -/
lemma lower_moments [IsProbabilityMeasure μ] {f : Ω → ℝ} (hf : Measurable f)
    (h4 : Integrable (fun ω => f ω ^ 4) μ) :
    Integrable f μ ∧ Integrable (fun ω => f ω ^ 2) μ ∧ Integrable (fun ω => f ω ^ 3) μ := by
  have hb : Integrable (fun ω => 1 + f ω ^ 4) μ := (integrable_const 1).add h4
  refine ⟨hb.mono' hf.aestronglyMeasurable ?_,
    hb.mono' (hf.pow_const 2).aestronglyMeasurable ?_,
    hb.mono' (hf.pow_const 3).aestronglyMeasurable ?_⟩ <;>
  · refine Filter.Eventually.of_forall fun ω => ?_
    rw [Real.norm_eq_abs, abs_le]
    constructor <;> nlinarith [sq_nonneg (f ω ^ 2 - 1 / 2), sq_nonneg (f ω - 1 / 2),
      sq_nonneg (f ω + 1 / 2), sq_nonneg (f ω * (f ω - 1)), sq_nonneg (f ω * (f ω + 1)),
      sq_nonneg (f ω), sq_nonneg (f ω ^ 2)]
```

## The induction over samples

Here `q` stands for $m_4$ and `s.card` for $n$. In the proof, `key` states that any measurable function of $(T,B)$ is independent of any measurable function of the new deviation. The facts `p1` to `p5` factorise the mixed terms, and `ring` checks the expansion of $B'$ and $B'^2$.

```lean
/-- Means of the sum of independent centred deviations, of its square, and of the quadratic
fluctuation and its square, in terms of the second moment `v` and the fourth moment `q`. -/
theorem quadFluct_moments {ι : Type*} [DecidableEq ι] [IsProbabilityMeasure μ]
    {Y : ι → Ω → ℝ} {v q : ℝ} (hm : ∀ i, Measurable (Y i)) (hi : iIndepFun Y μ)
    (h1 : ∀ i, HasMean μ (Y i) 0) (h2 : ∀ i, HasMean μ (fun ω => Y i ω ^ 2) v)
    (h4 : ∀ i, HasMean μ (fun ω => Y i ω ^ 4) q) (c : ℝ) (s : Finset ι) :
    HasMean μ (fun ω => ∑ i ∈ s, Y i ω) 0 ∧
    HasMean μ (fun ω => (∑ i ∈ s, Y i ω) ^ 2) (s.card * v) ∧
    HasMean μ (quadFluct Y c s) (s.card * (1 - c) * v) ∧
    HasMean μ (fun ω => quadFluct Y c s ω ^ 2) (s.card * (1 - c) ^ 2 * q +
      s.card * (s.card - 1) * (2 * c ^ 2 + (1 - c) ^ 2) * v ^ 2) := by
  induction s using Finset.induction_on with
  | empty =>
    have z : HasMean μ (fun _ => (0 : ℝ)) 0 := ⟨integrable_const 0, by simp⟩
    exact ⟨z.congr (by simp) rfl, z.congr (by simp) (by simp),
      z.congr (by simp [quadFluct]) (by simp), z.congr (by simp [quadFluct]) (by simp)⟩
  | insert a s ha ih =>
    obtain ⟨t1, t2, b1, b2⟩ := ih
    -- the new deviation is independent of everything built from the old ones
    have key : ∀ (φ : ℝ × ℝ → ℝ) (ψ : ℝ → ℝ), Measurable φ → Measurable ψ →
        IndepFun (fun ω => φ (∑ i ∈ s, Y i ω, quadFluct Y c s ω))
          (fun ω => ψ (Y a ω)) μ := by
      intro φ ψ hφ hψ
      have hs : Measurable (fun x : s → ℝ =>
          φ (∑ i, x i, ∑ i, x i ^ 2 - c * (∑ i, x i) ^ 2)) := hφ.comp (by fun_prop)
      have ht : Measurable (fun x : ({a} : Finset ι) → ℝ =>
          ψ (x ⟨a, Finset.mem_singleton_self a⟩)) := hψ.comp (measurable_pi_apply _)
      have h := (hi.indepFun_finset s {a} (Finset.disjoint_singleton_right.2 ha) hm).comp hs ht
      have e1 : ∀ ω, ∑ i : s, Y i ω = ∑ i ∈ s, Y i ω :=
        fun ω => Finset.sum_coe_sort s (fun i => Y i ω)
      have e2 : ∀ ω, ∑ i : s, Y i ω ^ 2 = ∑ i ∈ s, Y i ω ^ 2 :=
        fun ω => Finset.sum_coe_sort s (fun i => Y i ω ^ 2)
      simpa only [Function.comp_def, e1, e2, quadFluct] using h
    have bt : Integrable (fun ω => quadFluct Y c s ω * ∑ i ∈ s, Y i ω) μ := by
      refine (b2.1.add t2.1).mono' (b1.1.1.mul t1.1.1) (Filter.Eventually.of_forall fun ω => ?_)
      simp only [Pi.add_apply]
      rw [Real.norm_eq_abs, abs_le]
      constructor <;> nlinarith [sq_nonneg (quadFluct Y c s ω + ∑ i ∈ s, Y i ω),
        sq_nonneg (quadFluct Y c s ω - ∑ i ∈ s, Y i ω),
        sq_nonneg (quadFluct Y c s ω), sq_nonneg (∑ i ∈ s, Y i ω)]
    have y3 : HasMean μ (fun ω => Y a ω ^ 3) (∫ ω, Y a ω ^ 3 ∂μ) :=
      ⟨(lower_moments (hm a) (h4 a).1).2.2, rfl⟩
    have BT : HasMean μ (fun ω => quadFluct Y c s ω * ∑ i ∈ s, Y i ω) _ := ⟨bt, rfl⟩
    -- the mixed terms factorise
    have p1 := t1.mul_indep (h1 a) (key (fun p => p.1) (fun x => x) (by fun_prop) (by fun_prop))
    have p2 := t2.mul_indep (h2 a)
      (key (fun p => p.1 ^ 2) (fun x => x ^ 2) (by fun_prop) (by fun_prop))
    have p3 := b1.mul_indep (h2 a)
      (key (fun p => p.2) (fun x => x ^ 2) (by fun_prop) (by fun_prop))
    have p4 := BT.mul_indep (h1 a)
      (key (fun p => p.2 * p.1) (fun x => x) (by fun_prop) (by fun_prop))
    have p5 := t1.mul_indep y3
      (key (fun p => p.1) (fun x => x ^ 3) (by fun_prop) (by fun_prop))
    have hc : ((insert a s).card : ℝ) = s.card + 1 := by
      rw [Finset.card_insert_of_notMem ha]; push_cast; ring
    rw [hc]
    refine ⟨(t1.add (h1 a)).congr (fun ω => ?_) (by ring),
      ((t2.add (p1.scale 2)).add (h2 a)).congr (fun ω => ?_) (by ring),
      ((b1.add ((h2 a).scale (1 - c))).add (p1.scale (-2 * c))).congr (fun ω => ?_) (by ring),
      (((((b2.add ((h4 a).scale ((1 - c) ^ 2))).add (p2.scale (4 * c ^ 2))).add
        (p3.scale (2 * (1 - c)))).add (p4.scale (-4 * c))).add
        (p5.scale (-4 * c * (1 - c)))).congr (fun ω => ?_) (by ring)⟩ <;>
    · simp only [quadFluct, Finset.sum_insert ha]
      ring
```

## From the fluctuation to the sample variance

The identity $(N-1)S^2=B$ holds for a shift by any constant `m`:

```lean
omit [MeasurableSpace Ω] in
/-- The sample variance is a quadratic fluctuation of the data shifted by any constant `m`. -/
theorem sampleVariance_eq (hN : 2 ≤ N) (X : Fin N → Ω → ℝ) (m : ℝ) (ω : Ω) :
    sampleVariance X ω =
      1 / ((N : ℝ) - 1) * quadFluct (fun i ω => X i ω - m) (1 / N) Finset.univ ω := by
  have hN0 : (N : ℝ) ≠ 0 := by positivity
  have e : ∀ a : ℝ, ∑ i, (X i ω - a) ^ 2 =
      ∑ i, X i ω ^ 2 - 2 * a * ∑ i, X i ω + N * a ^ 2 := by
    intro a
    have h : ∀ i, (X i ω - a) ^ 2 = X i ω ^ 2 - 2 * a * X i ω + a ^ 2 := fun i => by ring
    simp only [h]
    rw [Finset.sum_add_distrib, Finset.sum_sub_distrib, ← Finset.mul_sum]
    simp
  have e' : ∑ i, (X i ω - m) = ∑ i, X i ω - N * m := by
    rw [Finset.sum_sub_distrib]; simp
  have k : ∑ i, (X i ω - sampleMean X ω) ^ 2 =
      quadFluct (fun i ω => X i ω - m) (1 / N) Finset.univ ω := by
    simp only [quadFluct]
    rw [e, e, e', sampleMean]
    field_simp
    ring
  rw [sampleVariance, k]
  ring
```

The shift is now the true mean. Equal laws carry the moments of measurement `k` over to all the others, and the induction is applied with $c=1/N$.

```lean
/-- The sample variance has mean `v`, and its square has the stated mean. -/
theorem sampleVariance_moments {X : Fin N → Ω → ℝ} (h : IIDSample X μ) (hN : 2 ≤ N)
    (k : Fin N) :
    HasMean μ (sampleVariance X) Var[X k; μ] ∧
    HasMean μ (fun ω => sampleVariance X ω ^ 2) (centralMoment (X k) 4 μ / N
      - Var[X k; μ] ^ 2 * (N - 3) / (N * (N - 1)) + Var[X k; μ] ^ 2) := by
  have : IsProbabilityMeasure μ := h.indep.isProbabilityMeasure
  obtain ⟨m, hmd⟩ : ∃ m, m = ∫ ω, X k ω ∂μ := ⟨_, rfl⟩
  have hv : ∫ ω, (X k ω - m) ^ 2 ∂μ = Var[X k; μ] := by
    rw [variance_eq_integral (h.meas k).aemeasurable, hmd]
  have hq : ∫ ω, (X k ω - m) ^ 4 ∂μ = centralMoment (X k) 4 μ := by
    rw [hmd]; rfl
  have hm : ∀ i, Measurable (fun ω => X i ω - m) := fun i => (h.meas i).sub_const m
  have i4 : ∀ i, Integrable (fun ω => (X i ω - m) ^ 4) μ := by
    intro i
    refine (((h.fourth i).add (integrable_const (m ^ 4))).const_mul 8).mono'
      ((hm i).pow_const 4).aestronglyMeasurable (Filter.Eventually.of_forall fun ω => ?_)
    simp only [Pi.add_apply]
    rw [Real.norm_of_nonneg (by positivity)]
    have a1 : (X i ω - m) ^ 2 ≤ 2 * (X i ω ^ 2 + m ^ 2) := by
      nlinarith [sq_nonneg (X i ω + m)]
    have a2 := pow_le_pow_left₀ (sq_nonneg _) a1 2
    nlinarith [sq_nonneg (X i ω ^ 2 - m ^ 2)]
  -- equal laws give equal central moments
  have tr : ∀ i (p : ℕ), ∫ ω, (X i ω - m) ^ p ∂μ = ∫ ω, (X k ω - m) ^ p ∂μ := fun i p =>
    ((h.ident i k).comp (u := fun x : ℝ => (x - m) ^ p) (by fun_prop)).integral_eq
  have h1 : ∀ i, HasMean μ (fun ω => X i ω - m) 0 := by
    intro i
    refine ⟨(lower_moments (hm i) (i4 i)).1, ?_⟩
    have e : ∫ ω, X i ω ∂μ = m := by rw [hmd]; exact (h.ident i k).integral_eq
    rw [integral_sub (lower_moments (h.meas i) (h.fourth i)).1 (integrable_const m), e]
    simp
  have hi : iIndepFun (fun i ω => X i ω - m) μ :=
    h.indep.comp (fun _ x => x - m) (fun _ => by fun_prop)
  obtain ⟨-, -, b1, b2⟩ := quadFluct_moments hm hi h1
    (fun i => ⟨(lower_moments (hm i) (i4 i)).2.1, (tr i 2).trans hv⟩)
    (fun i => ⟨i4 i, (tr i 4).trans hq⟩) (1 / N) Finset.univ
  have hN2 : (2 : ℝ) ≤ N := by exact_mod_cast hN
  have n0 : (N : ℝ) ≠ 0 := by linarith
  have n1 : (N : ℝ) - 1 ≠ 0 := by linarith
  rw [Finset.card_univ, Fintype.card_fin] at b1 b2
  refine ⟨(b1.scale (1 / ((N : ℝ) - 1))).congr (sampleVariance_eq hN X m) ?_,
    (b2.scale ((1 / ((N : ℝ) - 1)) ^ 2)).congr
      (fun ω => by rw [sampleVariance_eq hN X m ω, mul_pow]) ?_⟩
  · field_simp
  · field_simp
    ring
```

Subtracting the squared mean gives the main result, in which `Var[X k; μ]` is $v$ and `centralMoment (X k) 4 μ` is $m_4$. Both belong to the true distribution, not to estimates from the data, and the theorem concerns $S^2$, not its square root.

```lean
/-- With `v` the variance and `m4` the fourth central moment of one measurement, the variance of the
sample variance is `m4 / N - v ^ 2 (N - 3) / (N (N - 1))`. -/
theorem variance_sampleVariance {X : Fin N → Ω → ℝ} (h : IIDSample X μ) (hN : 2 ≤ N)
    (k : Fin N) :
    Var[sampleVariance X; μ] = centralMoment (X k) 4 μ / N
      - Var[X k; μ] ^ 2 * (N - 3) / (N * (N - 1)) := by
  have : IsProbabilityMeasure μ := h.indep.isProbabilityMeasure
  obtain ⟨b1, b2⟩ := sampleVariance_moments h hN k
  have e1 : ∫ ω, sampleVariance X ω ∂μ = Var[X k; μ] := b1.2
  have e2 : ∫ ω, sampleVariance X ω ^ 2 ∂μ = _ := b2.2
  refine (variance_eq_sub ((memLp_two_iff_integrable_sq b1.1.1).2 b2.1)).trans ?_
  change ∫ ω, sampleVariance X ω ^ 2 ∂μ - (∫ ω, sampleVariance X ω ∂μ) ^ 2 = _
  rw [e1, e2]
  ring
```

Rearranged, the variance is the Gaussian value $2v^2/(N-1)$ plus a correction that vanishes when $m_4=3v^2$.

```lean
/-- The variance of the sample variance is `2 v ^ 2 / (N - 1)` plus the excess
`(m4 - 3 v ^ 2) / N`. -/
theorem variance_sampleVariance_excess {X : Fin N → Ω → ℝ} (h : IIDSample X μ) (hN : 2 ≤ N)
    (k : Fin N) :
    Var[sampleVariance X; μ] = 2 * Var[X k; μ] ^ 2 / (N - 1)
      + (centralMoment (X k) 4 μ - 3 * Var[X k; μ] ^ 2) / N := by
  have hN2 : (2 : ℝ) ≤ N := by exact_mod_cast hN
  have n0 : (N : ℝ) ≠ 0 := by linarith
  have n1 : (N : ℝ) - 1 ≠ 0 := by linarith
  rw [variance_sampleVariance h hN k]
  field_simp
  ring
```

Chebyshev's inequality turns it into a bound on the probability of an error of at least $\varepsilon$ in the estimated variance; `ENNReal.ofReal` converts the bound to the type in which measures take values.

```lean
/-- Chebyshev bound on the probability that the sample variance misses the true variance
by at least `ε`. -/
theorem sampleVariance_chebyshev {X : Fin N → Ω → ℝ} (h : IIDSample X μ) (hN : 2 ≤ N)
    (k : Fin N) {ε : ℝ} (hε : 0 < ε) :
    μ {ω | ε ≤ |sampleVariance X ω - Var[X k; μ]|} ≤
      ENNReal.ofReal ((centralMoment (X k) 4 μ / N
        - Var[X k; μ] ^ 2 * (N - 3) / (N * (N - 1))) / ε ^ 2) := by
  have : IsProbabilityMeasure μ := h.indep.isProbabilityMeasure
  obtain ⟨b1, b2⟩ := sampleVariance_moments h hN k
  have e1 : ∫ ω, sampleVariance X ω ∂μ = Var[X k; μ] := b1.2
  have c := meas_ge_le_variance_div_sq ((memLp_two_iff_integrable_sq b1.1.1).2 b2.1) hε
  rw [variance_sampleVariance h hN k, e1] at c
  exact c
```

Independent uniform random numbers on $[0,1]$ satisfy all the assumptions:

```lean
/-- The coordinates of the unit cube with its uniform measure, that is `N` independent uniform
random numbers on `[0, 1]`, form such a sample. -/
theorem iidSample_witness (N : ℕ) :
    IIDSample (fun (i : Fin N) (ω : Fin N → ℝ) => ω i)
      (Measure.pi fun _ : Fin N => (volume : Measure ℝ).restrict (Set.Icc 0 1)) := by
  have : IsProbabilityMeasure ((volume : Measure ℝ).restrict (Set.Icc 0 1)) := ⟨by simp⟩
  have mp := fun i : Fin N => measurePreserving_eval
    (fun _ : Fin N => (volume : Measure ℝ).restrict (Set.Icc 0 1)) i
  have h4 : Integrable (fun x : ℝ => x ^ 4) ((volume : Measure ℝ).restrict (Set.Icc 0 1)) :=
    (continuous_pow 4).integrableOn_Icc
  exact
    { meas := fun i => measurable_pi_apply i
      indep := iIndepFun_pi (X := fun _ x => x) (fun _ => aemeasurable_id')
      ident := fun i j => ⟨(measurable_pi_apply i).aemeasurable,
        (measurable_pi_apply j).aemeasurable, (mp i).map_eq.trans (mp j).map_eq.symm⟩
      fourth := fun i => ((mp i).integrable_comp h4.1).2 h4 }

end

end ErrorOfErrorBar
```

```lean
#print axioms ErrorOfErrorBar.variance_sampleVariance_excess
#print axioms ErrorOfErrorBar.sampleVariance_chebyshev
```

```
'ErrorOfErrorBar.variance_sampleVariance_excess' depends on axioms: [propext, Classical.choice, Quot.sound]
'ErrorOfErrorBar.sampleVariance_chebyshev' depends on axioms: [propext, Classical.choice, Quot.sound]
```
